# Components of a finite-dimensional angular momentum along all real unit vectors share one characteristic polynomial

## Does the spectrum of $n\cdot J$ depend on the direction $n$?

Let $J_x, J_y, J_z$ be complex square matrices of the same finite size, in units with $\hbar=1$, that satisfy
$$[J_x,J_y]=iJ_z,\qquad [J_y,J_z]=iJ_x,\qquad [J_z,J_x]=iJ_y .$$
For a real vector $n=(n_0,n_1,n_2)$ write $n\cdot J=n_0J_x+n_1J_y+n_2J_z$. I was taught that space has no preferred axis, so measuring a spin along any unit vector $n$ gives the same possible values as measuring it along $z$. Can this be derived from the commutators alone, without assuming that the matrices are Hermitian, and can the argument be checked by machine?

## Rotating $J_z$ onto a chosen direction

Yes. The rotation operator generated by a matrix $A$ is $e^{-i\theta A}$, and two such rotations carry $J_z$ to $n\cdot J$. The two matrices are therefore similar, which fixes the characteristic polynomial and the traces of all powers.

**Moving an exponential past a matrix.** If $XP=PY$, then $X^kP=PY^k$ for every natural $k$ by induction. Dividing by $k!$ and summing gives $e^XP=Pe^Y$.

Now suppose $[A,P]=kP$, where $k$ is a complex number. For any complex $s$,
$$(sA)P=P(sA+sk\,1).$$
The identity commutes with $A$, so $e^{sA+sk1}=e^{sk}e^{sA}$, and hence
$$e^{sA}P=e^{sk}\,P\,e^{sA}.$$

**The rotation formula.** Let $[A,B]=iC$ and $[C,A]=iB$. Then
$$[A,B\pm iC]=iC\pm i(-iB)=\pm(B\pm iC),$$
so $B\pm iC$ are ladder operators for $A$. With $s=-i\theta$,
$$e^{-i\theta A}(B\pm iC)=e^{\mp i\theta}(B\pm iC)\,e^{-i\theta A}.$$
Half the sum of the two equations is
$$e^{-i\theta A}B=(\cos\theta\,B+\sin\theta\,C)\,e^{-i\theta A}.$$
Multiplying on the right by $e^{i\theta A}$ gives
$$e^{-i\theta A}Be^{i\theta A}=\cos\theta\,B+\sin\theta\,C.$$

**Two rotations.** Taking $(A,B,C)=(J_y,J_z,J_x)$ turns $J_z$ into $\cos\theta\,J_z+\sin\theta\,J_x$. Next take $(A,B,C)=(J_z,J_x,J_y)$ with angle $\varphi$. This sends $J_x$ to $\cos\varphi\,J_x+\sin\varphi\,J_y$ and leaves $J_z$ alone. The result is
$$\sin\theta\cos\varphi\,J_x+\sin\theta\sin\varphi\,J_y+\cos\theta\,J_z .$$

For a real unit vector $n$, choose $\theta=\arccos n_2$ and $\varphi=\arg(n_0+in_1)$, with $\varphi=0$ if $n_0=n_1=0$. Since $\sin\theta=\sqrt{1-n_2^2}=|n_0+in_1|$, the three coefficients are $n_0,n_1,n_2$. Thus
$$n\cdot J=UJ_zU^{-1},\qquad U=e^{-i\varphi J_z}e^{-i\theta J_y}.$$

**Invariants.** Similar matrices have equal characteristic polynomials, because
$$\det(x1-UJ_zU^{-1})=\det\big(U(x1-J_z)U^{-1}\big)=\det(x1-J_z).$$
Also $(UJ_zU^{-1})^k=UJ_z^kU^{-1}$, and cyclicity of the trace gives $\operatorname{tr}\big((n\cdot J)^k\big)=\operatorname{tr}(J_z^k)$.

**Other lengths.** Let $b$ be real with $b\cdot b=r^2$. If $r\neq0$, apply the result to $b/r$ and multiply by $r$, which gives $b\cdot J=U(rJ_z)U^{-1}$. If $r=0$, then $b=0$ and both sides vanish. Two real vectors of equal length therefore give the same characteristic polynomial.

Here is the Lean file for this argument.

```lean
import Mathlib

open Matrix Complex

namespace AngularMomentumIsotropy

noncomputable section

variable {ι : Type*} [Fintype ι] [DecidableEq ι]

/-- The angular momentum commutation relations `[Jx, Jy] = i Jz` and cyclic. -/
structure IsAngularMomentum (Jx Jy Jz : Matrix ι ι ℂ) : Prop where
  xy : Jx * Jy - Jy * Jx = I • Jz
  yz : Jy * Jz - Jz * Jy = I • Jx
  zx : Jz * Jx - Jx * Jz = I • Jy

/-- The operator `n · J = n 0 Jx + n 1 Jy + n 2 Jz` for a real vector `n`. -/
def component (n : Fin 3 → ℝ) (Jx Jy Jz : Matrix ι ι ℂ) : Matrix ι ι ℂ :=
  (n 0 : ℂ) • Jx + (n 1 : ℂ) • Jy + (n 2 : ℂ) • Jz

/-- The rotation operator `exp(-iθA)` generated by `A`. -/
def rot (θ : ℂ) (A : Matrix ι ι ℂ) : Matrix ι ι ℂ :=
  NormedSpace.exp ((-(θ * I)) • A)

/-- The exponential of a matrix is the sum of its power series. -/
theorem hasSum_exp (X : Matrix ι ι ℂ) :
    HasSum (fun k : ℕ => ((k.factorial : ℂ)⁻¹) • X ^ k) (NormedSpace.exp X) := by
  let _ : NormedRing (Matrix ι ι ℂ) := Matrix.linftyOpNormedRing
  let _ : NormedAlgebra ℂ (Matrix ι ι ℂ) := Matrix.linftyOpNormedAlgebra
  exact NormedSpace.exp_series_hasSum_exp' (𝕂 := ℂ) X

/-- If `P` intertwines `X` and `Y`, it intertwines their exponentials. -/
theorem exp_intertwine {X Y P : Matrix ι ι ℂ} (h : X * P = P * Y) :
    NormedSpace.exp X * P = P * NormedSpace.exp Y := by
  have hpow : ∀ k : ℕ, X ^ k * P = P * Y ^ k := by
    intro k
    induction k with
    | zero => simp
    | succ k ih => rw [pow_succ, mul_assoc, h, ← mul_assoc, ih, mul_assoc, ← pow_succ]
  refine ((hasSum_exp X).mul_right P).unique ?_
  convert (hasSum_exp Y).mul_left P using 1
  funext k
  rw [smul_mul_assoc, hpow, mul_smul_comm]

/-- An operator `P` with `[A, P] = k P` picks up the factor `exp(sk)` when `exp(sA)` is
moved past it. -/
theorem exp_ladder {A P : Matrix ι ι ℂ} {k : ℂ} (h : A * P - P * A = k • P) (s : ℂ) :
    NormedSpace.exp (s • A) * P = Complex.exp (s * k) • (P * NormedSpace.exp (s • A)) := by
  have h' : A * P = P * A + k • P := sub_eq_iff_eq_add'.mp h
  have hs : (s • A) * P = P * (s • A + (s * k) • (1 : Matrix ι ι ℂ)) := by
    rw [smul_mul_assoc, h', mul_add, mul_smul_comm, mul_smul_comm, mul_one, smul_add, smul_smul]
  -- the exponential of a multiple of the identity is a number
  have hone : NormedSpace.exp ((s * k) • (1 : Matrix ι ι ℂ)) = Complex.exp (s * k) • 1 := by
    have h2 := (NormedSpace.exp_series_hasSum_exp' (𝕂 := ℂ) (s * k)).smul_const
      (1 : Matrix ι ι ℂ)
    rw [← Complex.exp_eq_exp_ℂ] at h2
    refine (hasSum_exp _).unique ?_
    convert h2 using 1
    funext m
    rw [smul_pow, one_pow, smul_assoc]
  have hadd : NormedSpace.exp (s • A + (s * k) • (1 : Matrix ι ι ℂ))
      = NormedSpace.exp (s • A) * NormedSpace.exp ((s * k) • (1 : Matrix ι ι ℂ)) :=
    Matrix.exp_add_of_commute _ _ ((Commute.one_right _).smul_right _)
  rw [exp_intertwine hs, hadd, hone, mul_smul_comm, mul_one, mul_smul_comm]

/-- For any matrix `A` and complex `θ`, the product of `exp(-iθA)` and `exp(iθA)` is the identity.
-/
theorem rot_mul_rot_neg (θ : ℂ) (A : Matrix ι ι ℂ) : rot θ A * rot (-θ) A = 1 := by
  have hc : Commute ((-(θ * I)) • A) ((-(-θ * I)) • A) :=
    ((Commute.refl A).smul_left _).smul_right _
  have h0 : (-(θ * I)) • A + (-(-θ * I)) • A = 0 := by module
  unfold rot
  rw [← Matrix.exp_add_of_commute _ _ hc, h0, NormedSpace.exp_zero]

/-- The rotation formula `exp(-iθA) B exp(iθA) = cos θ B + sin θ C`, for `[A, B] = iC` and
`[C, A] = iB`. -/
theorem rot_conj {A B C : Matrix ι ι ℂ} (hAB : A * B - B * A = I • C)
    (hCA : C * A - A * C = I • B) (θ : ℂ) :
    rot θ A * B * rot (-θ) A = Complex.cos θ • B + Complex.sin θ • C := by
  -- `B ± iC` are ladder operators for `A`
  have hp : A * (B + I • C) - (B + I • C) * A = (1 : ℂ) • (B + I • C) := by
    simp only [mul_add, add_mul, mul_smul_comm, smul_mul_assoc]
    linear_combination (norm := skip) hAB - I • hCA
    match_scalars <;> first | ring1 | linear_combination (-1 : ℂ) * I_sq
  have hm : A * (B - I • C) - (B - I • C) * A = (-1 : ℂ) • (B - I • C) := by
    simp only [mul_sub, sub_mul, mul_smul_comm, smul_mul_assoc]
    linear_combination (norm := skip) hAB + I • hCA
    match_scalars <;> first | ring1 | linear_combination (1 : ℂ) * I_sq
  have e1 : Complex.exp (-(θ * I) * 1) = Complex.cos θ - Complex.sin θ * I := by
    rw [show -(θ * I) * 1 = (-θ) * I by ring, Complex.exp_mul_I, Complex.cos_neg,
      Complex.sin_neg]
    ring
  have e2 : Complex.exp (-(θ * I) * (-1)) = Complex.cos θ + Complex.sin θ * I := by
    rw [show -(θ * I) * (-1) = θ * I by ring, Complex.exp_mul_I]
  have key : rot θ A * B = (Complex.cos θ • B + Complex.sin θ • C) * rot θ A := by
    have h1 := exp_ladder hp (-(θ * I))
    have h2 := exp_ladder hm (-(θ * I))
    rw [e1] at h1
    rw [e2] at h2
    change rot θ A * _ = _ • (_ * rot θ A) at h1 h2
    simp only [mul_add, add_mul, mul_sub, sub_mul, mul_smul_comm, smul_mul_assoc] at h1 h2 ⊢
    linear_combination (norm := skip) (1 / 2 : ℂ) • h1 + (1 / 2 : ℂ) • h2
    match_scalars <;> first | ring1 | linear_combination (-Complex.sin θ) * I_sq
  rw [key, mul_assoc, rot_mul_rot_neg, mul_one]

/-- Rotating `Jz` by `θ` about the y axis and then by `φ` about the z axis gives the component
along the direction with polar angle `θ` and azimuth `φ`. -/
theorem rot_rot_Jz {Jx Jy Jz : Matrix ι ι ℂ} (h : IsAngularMomentum Jx Jy Jz) (θ φ : ℝ) :
    rot φ Jz * (rot θ Jy * Jz * rot (-θ) Jy) * rot (-φ) Jz =
      component ![Real.sin θ * Real.cos φ, Real.sin θ * Real.sin φ, Real.cos θ] Jx Jy Jz := by
  have h1 := rot_conj h.zx h.yz (φ : ℂ)
  have h2 : rot (φ : ℂ) Jz * Jz * rot (-φ) Jz = Jz := by
    have hc : rot (φ : ℂ) Jz * Jz = Jz * rot (φ : ℂ) Jz :=
      exp_intertwine (by rw [smul_mul_assoc, mul_smul_comm])
    rw [hc, mul_assoc, rot_mul_rot_neg, mul_one]
  rw [rot_conj h.yz h.xy]
  simp only [mul_add, add_mul, mul_smul_comm, smul_mul_assoc, h1, h2]
  change _ = ((Real.sin θ * Real.cos φ : ℝ) : ℂ) • Jx
    + ((Real.sin θ * Real.sin φ : ℝ) : ℂ) • Jy + ((Real.cos θ : ℝ) : ℂ) • Jz
  push_cast
  module

/-- For every real unit vector `n`, the component `n · J` is similar to `Jz`. -/
theorem component_similar {Jx Jy Jz : Matrix ι ι ℂ} (h : IsAngularMomentum Jx Jy Jz)
    (n : Fin 3 → ℝ) (hn : n 0 ^ 2 + n 1 ^ 2 + n 2 ^ 2 = 1) :
    ∃ U : (Matrix ι ι ℂ)ˣ, component n Jx Jy Jz = U.val * Jz * U⁻¹.val := by
  -- spherical angles of `n`
  obtain ⟨θ, φ, hang⟩ : ∃ θ φ : ℝ,
      n = ![Real.sin θ * Real.cos φ, Real.sin θ * Real.sin φ, Real.cos θ] := by
    let w : ℂ := ⟨n 0, n 1⟩
    have hw : Real.sin (Real.arccos (n 2)) = ‖w‖ := by
      rw [Real.sin_arccos, ← Real.sqrt_sq (norm_nonneg w), Complex.sq_norm,
        Complex.normSq_apply]
      congr 1
      change 1 - n 2 ^ 2 = n 0 * n 0 + n 1 * n 1
      linear_combination -hn
    refine ⟨Real.arccos (n 2), Complex.arg w, ?_⟩
    have h0 : n 0 = Real.sin (Real.arccos (n 2)) * Real.cos (Complex.arg w) := by
      rw [hw, Complex.norm_mul_cos_arg]
    have h1 : n 1 = Real.sin (Real.arccos (n 2)) * Real.sin (Complex.arg w) := by
      rw [hw, Complex.norm_mul_sin_arg]
    have h2 : n 2 = Real.cos (Real.arccos (n 2)) :=
      (Real.cos_arccos (by nlinarith [sq_nonneg (n 0), sq_nonneg (n 1)])
        (by nlinarith [sq_nonneg (n 0), sq_nonneg (n 1)])).symm
    funext i
    fin_cases i
    exacts [h0, h1, h2]
  let R (α : ℂ) (A : Matrix ι ι ℂ) : (Matrix ι ι ℂ)ˣ :=
    ⟨rot α A, rot (-α) A, rot_mul_rot_neg α A, mul_eq_one_comm.mp (rot_mul_rot_neg α A)⟩
  refine ⟨R φ Jz * R θ Jy, ?_⟩
  rw [hang, ← rot_rot_Jz h θ φ, _root_.mul_inv_rev]
  change _ = rot φ Jz * rot θ Jy * Jz * (rot (-θ) Jy * rot (-φ) Jz)
  simp only [mul_assoc]

/-- For every real unit vector `n`, `n · J` and `Jz` have the same characteristic polynomial, and
`trace ((n · J)^k) = trace (Jz^k)` for every natural `k`. -/
theorem component_charpoly_and_trace {Jx Jy Jz : Matrix ι ι ℂ}
    (h : IsAngularMomentum Jx Jy Jz) (n : Fin 3 → ℝ)
    (hn : n 0 ^ 2 + n 1 ^ 2 + n 2 ^ 2 = 1) :
    (component n Jx Jy Jz).charpoly = Jz.charpoly ∧
      ∀ k : ℕ, (component n Jx Jy Jz ^ k).trace = (Jz ^ k).trace := by
  obtain ⟨U, hU⟩ := component_similar h n hn
  rw [hU]
  refine ⟨by rw [Matrix.coe_units_inv, Matrix.charpoly_units_conj], fun k => ?_⟩
  rw [Units.conj_pow, Matrix.trace_mul_cycle, Units.inv_mul, one_mul]

/-- For a real vector `b` with `b · b = r²`, the operator `b · J` is similar to `r Jz`. -/
theorem component_similar_smul {Jx Jy Jz : Matrix ι ι ℂ} (h : IsAngularMomentum Jx Jy Jz)
    (b : Fin 3 → ℝ) (r : ℝ) (hb : b 0 ^ 2 + b 1 ^ 2 + b 2 ^ 2 = r ^ 2) :
    ∃ U : (Matrix ι ι ℂ)ˣ, component b Jx Jy Jz = U.val * ((r : ℂ) • Jz) * U⁻¹.val := by
  by_cases hr : r = 0
  · subst hr
    have h0 : b 0 = 0 := by nlinarith [sq_nonneg (b 0), sq_nonneg (b 1), sq_nonneg (b 2)]
    have h1 : b 1 = 0 := by nlinarith [sq_nonneg (b 0), sq_nonneg (b 1), sq_nonneg (b 2)]
    have h2 : b 2 = 0 := by nlinarith [sq_nonneg (b 0), sq_nonneg (b 1), sq_nonneg (b 2)]
    exact ⟨1, by simp [component, h0, h1, h2]⟩
  · -- rescale to a unit vector
    obtain ⟨U, hU⟩ := component_similar h (fun i => b i / r) (by
      simp only [div_pow]
      rw [← add_div, ← add_div, hb, div_self (pow_ne_zero 2 hr)])
    refine ⟨U, ?_⟩
    rw [mul_smul_comm, smul_mul_assoc, ← hU]
    have hc : ∀ i, (r : ℂ) * ((b i / r : ℝ) : ℂ) = (b i : ℂ) := fun i => by
      rw [← Complex.ofReal_mul, mul_div_cancel₀ _ hr]
    simp only [component, smul_add, smul_smul, hc]

/-- Real vectors `b` and `c` of equal length give operators `b · J` and `c · J` with the same
characteristic polynomial. -/
theorem charpoly_eq_of_length_eq {Jx Jy Jz : Matrix ι ι ℂ} (h : IsAngularMomentum Jx Jy Jz)
    (b c : Fin 3 → ℝ)
    (hbc : b 0 ^ 2 + b 1 ^ 2 + b 2 ^ 2 = c 0 ^ 2 + c 1 ^ 2 + c 2 ^ 2) :
    (component b Jx Jy Jz).charpoly = (component c Jx Jy Jz).charpoly := by
  have hs := Real.sq_sqrt (show 0 ≤ c 0 ^ 2 + c 1 ^ 2 + c 2 ^ 2 by positivity)
  obtain ⟨U, hU⟩ := component_similar_smul h b _ (hbc.trans hs.symm)
  obtain ⟨V, hV⟩ := component_similar_smul h c _ hs.symm
  rw [hU, hV, Matrix.coe_units_inv U, Matrix.charpoly_units_conj U,
    Matrix.coe_units_inv V, Matrix.charpoly_units_conj V]

/-- The spin-1/2 matrices satisfy the angular momentum commutation relations. -/
theorem isAngularMomentum_witness :
    IsAngularMomentum !![0, 1 / 2; 1 / 2, 0] !![0, -I / 2; I / 2, 0]
      !![1 / 2, 0; 0, -1 / 2] := by
  constructor <;> ext i j <;> fin_cases i <;> fin_cases j <;>
    simp <;>
    first
    | ring1
    | linear_combination (1 / 2 : ℂ) * I_sq
    | linear_combination (-1 / 2 : ℂ) * I_sq

end

end AngularMomentumIsotropy
```

```lean
#print axioms AngularMomentumIsotropy.component_charpoly_and_trace
-- 'AngularMomentumIsotropy.component_charpoly_and_trace' depends on axioms: [propext, Classical.choice, Quot.sound]
#print axioms AngularMomentumIsotropy.charpoly_eq_of_length_eq
-- 'AngularMomentumIsotropy.charpoly_eq_of_length_eq' depends on axioms: [propext, Classical.choice, Quot.sound]
```

## What the Lean theorems say about spins

The finite type `ι` labels the basis states, and `Matrix ι ι ℂ` is the type of operators in that basis. Any finite dimension is allowed, and the representation may be reducible. `IsAngularMomentum Jx Jy Jz` holds the three commutation relations, which are the relations obeyed by the generators of spatial rotations.

`component n Jx Jy Jz` is $n\cdot J$. The vector is a function `Fin 3 → ℝ`, so its entries are numbered 0, 1, 2. `rot θ A` is $e^{-i\theta A}$; its angle may be complex, although the main argument uses real angles.

The theorems about `component` all assume `IsAngularMomentum Jx Jy Jz`, which their docstrings leave unsaid. Under this assumption, `component_similar` says that for real $n$ with $n_0^2+n_1^2+n_2^2=1$ there is an invertible matrix $U$ with $n\cdot J=UJ_zU^{-1}$. The type `(Matrix ι ι ℂ)ˣ` consists of the invertible matrices, and unitarity is not claimed. `component_charpoly_and_trace` draws the two consequences, with the trace identity for every natural $k$.

`component_similar_smul` treats $b\cdot b=r^2$, where $r$ may have either sign. `charpoly_eq_of_length_eq` compares two real vectors of equal length.

Equal characteristic polynomials mean equal eigenvalues with equal algebraic multiplicities. The theorems do not determine those eigenvalues, and they do not treat operators on infinite-dimensional spaces.

For a single finite-dimensional angular momentum with isotropic Zeeman coupling and no other term in the Hamiltonian, the energy levels in a uniform field of given strength are consequently the same for every direction of the field.

## How the Lean proof follows the rotations

`hasSum_exp` supplies the exponential series. `exp_intertwine` proves `hpow` by induction, then uses the fact that a series has only one sum. In `exp_ladder`, `hs` is the shifted relation $(sA)P=P(sA+sk1)$, `hone` evaluates the exponential of a multiple of the identity, and `hadd` splits the exponential of the commuting sum.

`rot_mul_rot_neg` shows that opposite rotations cancel. In `rot_conj`, `hp` and `hm` are the ladder relations for $B+iC$ and $B-iC$, while `e1` and `e2` rewrite the phases through cosine and sine. The step `key` takes half the sum of the two ladder equations: `linear_combination` forms the combination, and `match_scalars` compares the coefficients of each matrix product, using $i^2=-1$ where needed.

`rot_rot_Jz` applies this formula about $y$ and then about $z$. `component_similar` finds the spherical angles with `Real.arccos` and `Complex.arg`, and its local definition `R` packages each rotation with its inverse.

In `component_charpoly_and_trace`, `Matrix.charpoly_units_conj` gives invariance of the polynomial, `Units.conj_pow` moves the power inside the conjugation, and `Matrix.trace_mul_cycle` brings $U^{-1}$ next to $U$. `component_similar_smul` separates $r=0$ from the rescaling case, and `charpoly_eq_of_length_eq` compares both operators with the same multiple of $J_z$. Finally, `isAngularMomentum_witness` checks the commutators of the spin-1/2 matrices entry by entry.

## Spin 1/2 along $(3/5,0,4/5)$

With the spin-1/2 matrices and $n=(3/5,0,4/5)$,
$$n\cdot J=\begin{pmatrix}2/5&3/10\\3/10&-2/5\end{pmatrix}.$$
The trace is $0$ and the determinant is $-4/25-9/100=-1/4$. The characteristic polynomial is therefore $x^2-1/4$, as for $J_z=\operatorname{diag}(1/2,-1/2)$. The square of either matrix is $\tfrac14 1$, with trace $1/2$.

Here $\varphi=0$ and $\cos\theta=4/5$, so $\cos(\theta/2)=3/\sqrt{10}$ and $\sin(\theta/2)=1/\sqrt{10}$. The rotation is
$$U=\frac1{\sqrt{10}}\begin{pmatrix}3&-1\\1&3\end{pmatrix},$$
and multiplying out $UJ_zU^{-1}$ reproduces the matrix above.

## Two commutators are not enough

Take $1\times1$ matrices $J_x=J_y=0$ and $J_z=1$. Then $[J_y,J_z]=iJ_x$ and $[J_z,J_x]=iJ_y$ hold, but $[J_x,J_y]=iJ_z$ fails. The component along $x$ has characteristic polynomial $x$, while that of $J_z$ is $x-1$.

The length condition matters too: for spin 1/2, $n=(0,0,2)$ gives $2J_z$, whose eigenvalues are $\pm1$ instead of $\pm1/2$.
